# The time-step limit h ≤ 2τ for linearised drift–diffusion with a lagged Poisson field

Before a transient drift–diffusion run, one has to choose the time step $h$. If each step takes the electric field from the old density, $h$ can be limited by the dielectric relaxation time $\tau=\varepsilon/\sigma$, where $\varepsilon$ is the permittivity and $\sigma$ the conductivity. Take a linear model for one kind of mobile carrier, with uniform $\varepsilon$ and $\sigma$ and no field at equilibrium, in which diffusion is evaluated at the new time and leaves some nonzero density unchanged. With the field taken from the old density, every run stays bounded exactly when $h\le 2\tau$.

## Density, diffusion and one time step

Let one kind of carrier be mobile, let the equilibrium be uniform and free of field, and let $x$ be the deviation of the charge density from it. Gauss's law turns the divergence of the drift current $\sigma\mathbf E$ into $x/\tau$, so $\dot x=-Lx-x/\tau$, where $L$ stands for $-D\nabla^2$ with diffusion constant $D$. Densities live in a real inner product space `E`, and $L$ is a linear map defined on all of it.

```lean
import Mathlib

open Filter Topology
open scoped InnerProductSpace

namespace DielectricRelaxation

noncomputable section

variable {E : Type*} [NormedAddCommGroup E] [InnerProductSpace ℝ E]
variable {L : E →ₗ[ℝ] E} {τ h θ : ℝ}
```

A weight $\theta$ sets how much of the field is taken at the new time:

$$\frac{x_{k+1}-x_k}{h}=-Lx_{k+1}-\frac{\theta x_{k+1}+(1-\theta)x_k}{\tau}.$$

The field is lagged for $\theta=0$ and implicit for $\theta=1$. `IsRun` says that a sequence obeys this equation at every step.

```lean
/-- A run of the time-stepping scheme for the density deviation `x`: diffusion `L` is taken at the
new time, and the dielectric relaxation term, with relaxation time `τ`, is weighted by `θ` at the
new time and `1 - θ` at the old time. The domain is `h ≠ 0`, `τ ≠ 0`. -/
def IsRun (L : E →ₗ[ℝ] E) (τ h θ : ℝ) (x : ℕ → E) : Prop :=
  ∀ k, h⁻¹ • (x (k + 1) - x k) =
    -L (x (k + 1)) - τ⁻¹ • (θ • x (k + 1) + (1 - θ) • x k)
```

If $Lx=0$, solving for the new density gives $x_{k+1}=g\,x_k$ with

$$g=\frac{\tau-(1-\theta)h}{\tau+\theta h}.$$

```lean
/-- The factor by which one time step multiplies a density mode that does not diffuse.
The domain is `τ + θ h ≠ 0`. -/
def growth (τ h θ : ℝ) : ℝ := (τ - (1 - θ) * h) / (τ + θ * h)
```

For general $L$, write $x$ for the old density and $y$ for the new one. Multiplying by $h\tau$ and collecting terms gives

$$(\tau+\theta h)\,y+h\tau\,Ly=(\tau-(1-\theta)h)\,x.$$

Division by $\tau+\theta h>0$ leaves $y+cLy=gx$, with $c=h\tau/(\tau+\theta h)$.

In Lean, `key` states that the two forms differ by the factor $c\neq0$. It is proved by `linear_combination (norm := module) h2 • x - h1 • y`. Here `h1` and `h2` are scalar equations for the coefficients of $y$ and $x$; multiplying them by vectors makes them vector equations. The `module` tactic then checks that the remaining difference vanishes by the vector-space rules, treating `L y` as one more vector.

```lean
/-- For positive `τ` and `h` and `θ ≥ 0`, one time step amounts to solving a linear equation for
the new density `y`, with the old density `x` multiplied by the growth factor as source. -/
theorem step_iff (hτ : 0 < τ) (hh : 0 < h) (hθ : 0 ≤ θ) (x y : E) :
    h⁻¹ • (y - x) = -L y - τ⁻¹ • (θ • y + (1 - θ) • x) ↔
      y + (h * τ / (τ + θ * h)) • L y = growth τ h θ • x := by
  have hD : 0 < τ + θ * h := by positivity
  have hc0 : h * τ / (τ + θ * h) ≠ 0 := by positivity
  have hDD := mul_inv_cancel₀ hD.ne'
  generalize hc : h * τ / (τ + θ * h) = c at hc0 ⊢
  have a : c * h⁻¹ = τ / (τ + θ * h) := by
    rw [← hc]
    linear_combination (τ / (τ + θ * h)) * mul_inv_cancel₀ hh.ne'
  have b : c * τ⁻¹ = h / (τ + θ * h) := by
    rw [← hc]
    linear_combination (h / (τ + θ * h)) * mul_inv_cancel₀ hτ.ne'
  have h1 : c * h⁻¹ + c * τ⁻¹ * θ = 1 := by
    rw [a, b]
    linear_combination hDD
  have h2 : c * h⁻¹ - c * τ⁻¹ * (1 - θ) = growth τ h θ := by
    rw [a, b, growth]
    ring
  -- the two equations differ by the nonzero factor `c`
  have key : y + c • L y - growth τ h θ • x =
      c • (h⁻¹ • (y - x) - (-L y - τ⁻¹ • (θ • y + (1 - θ) • x))) := by
    linear_combination (norm := module) h2 • x - h1 • y
  constructor
  · intro e
    apply sub_eq_zero.1
    rw [key, e, sub_self, smul_zero]
  · intro e
    rw [e, sub_self] at key
    exact sub_eq_zero.1 ((smul_eq_zero.1 key.symm).resolve_left hc0)
```

## Diffusion does not increase the norm

Assume $\langle y,Ly\rangle\ge0$ for all $y$. This includes every symmetric positive semidefinite matrix, but symmetry is not required. By Cauchy–Schwarz,

$$\|y\|^2\le\|y\|^2+c\langle y,Ly\rangle=\langle y,y+cLy\rangle\le\|y\|\,\|y+cLy\|.$$

Dividing by $\|y\|$ gives the bound when $y\ne0$; for $y=0$ it is trivial. Lean argues by contradiction, since a violation would force $\|y\|>0$.

```lean
/-- An implicit diffusion step never increases the norm, if `L` is positive semidefinite and the
step `c` is nonnegative. -/
theorem norm_le_norm_add_smul (hL : ∀ y, 0 ≤ ⟪y, L y⟫_ℝ) {c : ℝ} (hc : 0 ≤ c) (y : E) :
    ‖y‖ ≤ ‖y + c • L y‖ := by
  have h1 := real_inner_le_norm y (y + c • L y)
  rw [inner_add_right, real_inner_smul_right, real_inner_self_eq_norm_sq] at h1
  have h2 := mul_nonneg hc (hL y)
  by_contra! hlt
  have hy : 0 < ‖y‖ := (norm_nonneg _).trans_lt hlt
  nlinarith [mul_lt_mul_of_pos_left hlt hy]
```

Hence $y+cLy=0$ only for $y=0$. In finite dimension this injective map is also onto, so each step can be solved and a run exists from every start. In infinite dimension the later theorems speak only of such runs as exist.

```lean
/-- In finite dimension, with `L` positive semidefinite, `τ` and `h` positive and `θ ≥ 0`,
the scheme can be run from every initial density. -/
theorem exists_run [FiniteDimensional ℝ E] (hL : ∀ y, 0 ≤ ⟪y, L y⟫_ℝ)
    (hτ : 0 < τ) (hh : 0 < h) (hθ : 0 ≤ θ) (x₀ : E) :
    ∃ x : ℕ → E, x 0 = x₀ ∧ IsRun L τ h θ x := by
  have hc : 0 ≤ h * τ / (τ + θ * h) := by positivity
  have hinj : Function.Injective
      (LinearMap.id + (h * τ / (τ + θ * h)) • L : E →ₗ[ℝ] E) := by
    rw [injective_iff_map_eq_zero]
    intro y hy
    have hy' : y + (h * τ / (τ + θ * h)) • L y = 0 := hy
    have h1 := norm_le_norm_add_smul hL hc y
    rw [hy', norm_zero] at h1
    exact norm_le_zero_iff.1 h1
  -- in finite dimension an injective operator is onto
  choose f hf using LinearMap.injective_iff_surjective.1 hinj
  refine ⟨fun k => (fun y => f (growth τ h θ • y))^[k] x₀, rfl, fun k => ?_⟩
  refine (step_iff hτ hh hθ _ _).2 ?_
  simp only [Function.iterate_succ_apply']
  exact hf _
```

Applied to $y=x_{k+1}$, the bound gives $\|x_{k+1}\|\le|g|\,\|x_k\|$, and by induction $\|x_k\|\le|g|^k\|x_0\|$.

```lean
/-- With `L` positive semidefinite, `τ` and `h` positive and `θ ≥ 0`, the norm of the density
after `k` steps is at most the `k`-th power of the growth factor's modulus times the initial
norm. -/
theorem norm_run_le (hL : ∀ y, 0 ≤ ⟪y, L y⟫_ℝ) (hτ : 0 < τ) (hh : 0 < h) (hθ : 0 ≤ θ)
    {x : ℕ → E} (hx : IsRun L τ h θ x) (k : ℕ) :
    ‖x k‖ ≤ |growth τ h θ| ^ k * ‖x 0‖ := by
  induction k with
  | zero => simp
  | succ k ih =>
    have hc : 0 ≤ h * τ / (τ + θ * h) := by positivity
    have b := norm_le_norm_add_smul hL hc (x (k + 1))
    rw [(step_iff hτ hh hθ _ _).1 (hx k), norm_smul, Real.norm_eq_abs] at b
    calc ‖x (k + 1)‖ ≤ |growth τ h θ| * ‖x k‖ := b
      _ ≤ |growth τ h θ| * (|growth τ h θ| ^ k * ‖x 0‖) := by gcongr
      _ = |growth τ h θ| ^ (k + 1) * ‖x 0‖ := by ring
```

## The non-diffusing mode sets the limit

If $Lv=0$, then $x_k=g^kv$ is a run, and it attains the bound.

```lean
/-- For positive `τ` and `h` and `θ ≥ 0`, a mode `v` that does not diffuse is multiplied by the
growth factor at each step. -/
theorem isRun_kernel (hτ : 0 < τ) (hh : 0 < h) (hθ : 0 ≤ θ) {v : E} (hv : L v = 0) :
    IsRun L τ h θ (fun k => growth τ h θ ^ k • v) := fun k =>
  (step_iff hτ hh hθ _ _).2 (by
    simp only [map_smul, hv, smul_zero, add_zero, smul_smul, pow_succ'])
```

Now $|g|\le1$ means

$$-(\tau+\theta h)\le\tau-(1-\theta)h\le\tau+\theta h.$$

The right inequality always holds; the left one is $(1-2\theta)h\le2\tau$. If it fails, $|g|^k\|v\|$ grows without limit for $v\neq0$. If it holds, $\|x_0\|$ bounds the run. The kernel vector is used only for necessity. Without one, as when contacts fix the density at the boundary, the condition still suffices, but runs may stay bounded for somewhat longer steps too.

```lean
/-- Let `L` be positive semidefinite with a nonzero kernel, `τ` and `h` positive and `θ ≥ 0`.
All runs stay bounded if and only if `(1 - 2θ) h ≤ 2τ`. -/
theorem bounded_iff (hL : ∀ y, 0 ≤ ⟪y, L y⟫_ℝ) (hker : ∃ v, v ≠ 0 ∧ L v = 0)
    (hτ : 0 < τ) (hh : 0 < h) (hθ : 0 ≤ θ) :
    (∀ x, IsRun L τ h θ x → ∃ C, ∀ k, ‖x k‖ ≤ C) ↔ (1 - 2 * θ) * h ≤ 2 * τ := by
  have hD : 0 < τ + θ * h := by positivity
  have hg : |growth τ h θ| ≤ 1 ↔ (1 - 2 * θ) * h ≤ 2 * τ := by
    rw [growth, abs_div, abs_of_pos hD, div_le_one hD, abs_le]
    exact ⟨fun e => by linarith [e.1], fun e => ⟨by linarith, by linarith⟩⟩
  rw [← hg]
  constructor
  · -- otherwise the kernel mode grows geometrically
    intro H
    by_contra! h1
    obtain ⟨v, hv0, hv⟩ := hker
    obtain ⟨C, hC⟩ := H _ (isRun_kernel hτ hh hθ hv)
    obtain ⟨n, hn⟩ := pow_unbounded_of_one_lt (C / ‖v‖) h1
    rw [div_lt_iff₀ (norm_pos_iff.2 hv0)] at hn
    have h2 : ‖growth τ h θ ^ n • v‖ ≤ C := hC n
    rw [norm_smul, norm_pow, Real.norm_eq_abs] at h2
    linarith
  · intro h1 x hx
    exact ⟨‖x 0‖, fun k => (norm_run_le hL hτ hh hθ hx k).trans
      (mul_le_of_le_one_left (norm_nonneg _) (pow_le_one₀ (abs_nonneg _) h1))⟩
```

With strict inequality $|g|<1$, so $|g|^k\|x_0\|\to0$ and every run decays, with or without a kernel.

```lean
/-- Let `L` be positive semidefinite, `τ` and `h` positive and `θ ≥ 0`. If `(1 - 2θ) h < 2τ`,
every run decays to zero. -/
theorem tendsto_zero (hL : ∀ y, 0 ≤ ⟪y, L y⟫_ℝ) (hτ : 0 < τ) (hh : 0 < h) (hθ : 0 ≤ θ)
    (hs : (1 - 2 * θ) * h < 2 * τ) {x : ℕ → E} (hx : IsRun L τ h θ x) :
    Tendsto x atTop (𝓝 0) := by
  have hD : 0 < τ + θ * h := by positivity
  have hg : |growth τ h θ| < 1 := by
    rw [growth, abs_div, abs_of_pos hD, div_lt_one hD, abs_lt]
    exact ⟨by linarith, by linarith⟩
  have lim := (tendsto_pow_atTop_nhds_zero_of_lt_one (abs_nonneg _) hg).mul_const ‖x 0‖
  rw [zero_mul] at lim
  exact squeeze_zero_norm (norm_run_le hL hτ hh hθ hx) lim
```

For the lagged field, $\theta=0$ and the condition becomes $h\le2\tau$.

```lean
/-- Lagged Poisson field: for `L` positive semidefinite with a nonzero kernel and positive `τ`
and `h`, all runs stay bounded if and only if the time step is at most twice the dielectric
relaxation time. -/
theorem lagged_bounded_iff (hL : ∀ y, 0 ≤ ⟪y, L y⟫_ℝ) (hker : ∃ v, v ≠ 0 ∧ L v = 0)
    (hτ : 0 < τ) (hh : 0 < h) :
    (∀ x : ℕ → E, (∀ k, h⁻¹ • (x (k + 1) - x k) = -L (x (k + 1)) - τ⁻¹ • x k) →
      ∃ C, ∀ k, ‖x k‖ ≤ C) ↔ h ≤ 2 * τ := by
  simpa only [IsRun, zero_smul, zero_add, sub_zero, one_smul, mul_zero, one_mul] using
    bounded_iff hL hker hτ hh (le_refl (0 : ℝ))
```

For the implicit field, $\theta=1$ and the condition $-h<2\tau$ always holds.

```lean
/-- Implicit Poisson field: for `L` positive semidefinite and positive `τ`, every run decays to
zero, whatever the time step `h > 0`. -/
theorem implicit_tendsto_zero (hL : ∀ y, 0 ≤ ⟪y, L y⟫_ℝ) (hτ : 0 < τ) (hh : 0 < h)
    {x : ℕ → E}
    (hx : ∀ k, h⁻¹ • (x (k + 1) - x k) = -L (x (k + 1)) - τ⁻¹ • x (k + 1)) :
    Tendsto x atTop (𝓝 0) :=
  tendsto_zero (θ := 1) hL hτ hh zero_le_one (by linarith) (fun k => by
    simpa only [one_smul, sub_self, zero_smul, add_zero] using hx k)
```

## Two cells

Let two cells exchange density at rate $D$, which now denotes the diffusion constant divided by the square of the cell width. There is no diffusive flux through the outer walls. Drift current may still leave, which is how a uniform charge can relax.

```lean
/-- Diffusion between two cells with exchange rate `D` and no flux through the outer walls. -/
def twoCell (D : ℝ) : EuclideanSpace ℝ (Fin 2) →ₗ[ℝ] EuclideanSpace ℝ (Fin 2) where
  toFun x := !₂[D * (x 0 - x 1), D * (x 1 - x 0)]
  map_add' x y := by
    ext i
    fin_cases i <;> simp <;> ring
  map_smul' a x := by
    ext i
    fin_cases i <;> simp <;> ring
```

Here $\langle y,Ly\rangle=D(y_0-y_1)^2\ge0$. The uniform density $(1,1)$ has eigenvalue $0$ and the antisymmetric $(1,-1)$ has $2D$; dividing both by $\sqrt2$ normalises them.

```lean
/-- For `D ≥ 0` two-cell diffusion is positive semidefinite; it annihilates the uniform density
and multiplies the antisymmetric one by `2D`. -/
theorem twoCell_witness {D : ℝ} (hD : 0 ≤ D) :
    (∀ y, 0 ≤ ⟪y, twoCell D y⟫_ℝ) ∧ twoCell D !₂[1, 1] = 0 ∧
      twoCell D !₂[1, -1] = !₂[2 * D, -(2 * D)] := by
  refine ⟨fun y => ?_, ?_, ?_⟩
  · have e : ⟪y, twoCell D y⟫_ℝ = D * (y 0 - y 1) ^ 2 := by
      simp [twoCell, PiLp.inner_apply, Fin.sum_univ_two]
      ring
    rw [e]
    positivity
  · ext i
    fin_cases i <;> simp [twoCell]
  · ext i
    fin_cases i <;> simp [twoCell] <;> ring

end

end DielectricRelaxation
```

```lean
#print axioms DielectricRelaxation.exists_run
-- 'DielectricRelaxation.exists_run' depends on axioms: [propext, Classical.choice, Quot.sound]
#print axioms DielectricRelaxation.lagged_bounded_iff
-- 'DielectricRelaxation.lagged_bounded_iff' depends on axioms: [propext, Classical.choice, Quot.sound]
#print axioms DielectricRelaxation.implicit_tendsto_zero
-- 'DielectricRelaxation.implicit_tendsto_zero' depends on axioms: [propext, Classical.choice, Quot.sound]
```

Take $\tau=D=1$ and $h=3$, above the limit, and start from $(2,0)=(1,1)+(1,-1)$. One lagged step multiplies the uniform part by $1-3=-2$ and the antisymmetric part by $-2/(1+6)=-2/7$, giving $(-16/7,-12/7)$. Further steps double the uniform part and flip its sign, while the antisymmetric part dies out. With the implicit field the factors are $1/4$ and $1/10$, and both parts decay.
